# For w, t > 0, the polaron energy w f² − 2 g f − t exp(−2f²) has one stationary point at every g > 0 exactly when 4t ≤ w exp(3/2)

An electron hops between two sites and pulls a vibration one way on the left site and the other way on the right. Let w be the vibrational quantum, g the coupling and t the hopping energy. Without the zero-point energy, the Hamiltonian is w b†b − g σ_z (b + b†) − t σ_x. Here b removes one vibrational quantum, σ_z is +1 on the left site and −1 on the right, and σ_x swaps the sites. The symmetric trial state is the equal-weight sum of the electron on the left with the oscillator in the coherent state of real amplitude +f, and the electron on the right with amplitude −f. This amplitude is called the displacement below, and f² is the mean number of vibrational quanta in the trial state. Apart from the zero-point energy, its energy is

E(f) = w f² − 2 g f − t exp(−2f²).

The exponential is the overlap of the two displaced oscillator states. Setting E′(f) = 0 gives g = G(f), where

G(f) = w f + 2 t f exp(−2f²).

For w = 1 and t = 2, G is about 0, 1.71, 1.64, 1.57 and 2.00 at f = 0, 0.5, 0.87, 1.5 and 2. It rises, falls and rises again, so the coupling g ≈ 1.64 has three stationary displacements.

In the code all quantities are real numbers, and G is called `requiredCoupling`.

In Lean 4 with Mathlib:

```lean
import Mathlib

open Set

namespace VariationalPolaron

noncomputable section

/-- Variational polaron energy at displacement `f`: elastic cost `w f²`, coupling gain `2 g f`,
and a hopping energy `t` reduced by the overlap factor `exp (-2 f²)`. -/
def energy (w g t f : ℝ) : ℝ := w * f ^ 2 - 2 * g * f - t * Real.exp (-2 * f ^ 2)

/-- The function `w f + 2 t f exp (-2 f²)` of the displacement `f`, to be compared with the
coupling `g`. -/
def requiredCoupling (w t f : ℝ) : ℝ := w * f + 2 * t * f * Real.exp (-2 * f ^ 2)

/-- The expression `w + 2 t (1 - 4 f²) exp (-2 f²)`. -/
def couplingSlope (w t f : ℝ) : ℝ := w + 2 * t * (1 - 4 * f ^ 2) * Real.exp (-2 * f ^ 2)

/-- The coupling `(√3/2) (w + 2 t exp (-3/2))`. -/
def midCoupling (w t : ℝ) : ℝ := √3 / 2 * (w + 2 * t * Real.exp (-(3 / 2)))
```

## Stationarity holds where G(f) = g, for any signs

Differentiating by hand,

E′(f) = 2 w f − 2 g + 4 t f exp(−2f²) = 2(G(f) − g),

G′(f) = w + 2t(1 − 4f²) exp(−2f²).

No sign condition is used yet. `hasDerivAt_energy` and `hasDerivAt_requiredCoupling` prove these formulas from the derivatives of f² and the overlap; `stationary_iff` turns the first into the condition on g.

```lean
private lemma hasDerivAt_sq (f : ℝ) : HasDerivAt (fun x : ℝ => x ^ 2) (2 * f) f :=
  (hasDerivAt_pow 2 f).congr_deriv (by
    show ((2 : ℕ) : ℝ) * f ^ 1 = 2 * f
    push_cast
    ring)

private lemma hasDerivAt_overlap (f : ℝ) :
    HasDerivAt (fun x : ℝ => Real.exp (-2 * x ^ 2))
      (Real.exp (-2 * f ^ 2) * (-2 * (2 * f))) f :=
  ((hasDerivAt_sq f).const_mul (-2)).exp

private lemma half_sqrt_three_sq : (√3 / 2) ^ 2 = (3 / 4 : ℝ) := by
  rw [div_pow, Real.sq_sqrt (by norm_num)]
  norm_num

/-- The derivative of the energy with respect to the displacement is twice the difference between
`requiredCoupling` and the actual coupling `g`. -/
theorem hasDerivAt_energy (w g t f : ℝ) :
    HasDerivAt (energy w g t) (2 * (requiredCoupling w t f - g)) f :=
  ((((hasDerivAt_sq f).const_mul w).fun_sub ((hasDerivAt_id' f).const_mul (2 * g))).fun_sub
    ((hasDerivAt_overlap f).const_mul t)).congr_deriv (by unfold requiredCoupling; ring)

/-- A displacement is stationary exactly when its `requiredCoupling` equals `g`. -/
theorem stationary_iff (w g t f : ℝ) :
    deriv (energy w g t) f = 0 ↔ requiredCoupling w t f = g := by
  rw [(hasDerivAt_energy w g t f).deriv]
  constructor <;> intro h <;> linarith

/-- The derivative of `requiredCoupling` with respect to the displacement is `couplingSlope`. -/
theorem hasDerivAt_requiredCoupling (w t f : ℝ) :
    HasDerivAt (requiredCoupling w t) (couplingSlope w t f) f :=
  (((hasDerivAt_id' f).const_mul w).fun_add
    (((hasDerivAt_id' f).const_mul (2 * t)).fun_mul (hasDerivAt_overlap f))).congr_deriv
    (by unfold couplingSlope; ring)
```

## t > 0: hopping favours the undisplaced state

With t > 0, the hopping term lowers the energy most at f = 0, where the overlap is largest. By hand this gives G(x) > w x for x > 0, which is `lt_requiredCoupling`.

In the limit t = 0 only the line G(f) = w f remains, and f = g/w is the single stationary point. For t < −w/2 with w > 0, G falls through the origin, so small positive g has several stationary points although 4t ≤ w exp(3/2) holds.

```lean
private lemma continuous_requiredCoupling (w t : ℝ) : Continuous (requiredCoupling w t) := by
  unfold requiredCoupling
  fun_prop

private lemma lt_requiredCoupling {w t x : ℝ} (ht : 0 < t) (hx : 0 < x) :
    w * x < requiredCoupling w t x := by
  have h : 0 < 2 * t * x * Real.exp (-2 * x ^ 2) := by positivity
  unfold requiredCoupling
  linarith
```

## 4t ≤ w exp(3/2): the vibration is stiff enough for the hopping

This condition keeps G from turning back. For y ≠ 0, y + 1 < exp(y). Put y = 2f² − 3/2 and multiply by 4t exp(−2f²):

2t(4f² − 1) exp(−2f²) < 4t exp(−3/2) ≤ w, if f² ≠ 3/4.

Hence G′(f) > 0 except possibly at f = ±√3/2. `couplingSlope_pos` follows the same steps. `requiredCoupling_strictMono` then joins the intervals on either side of and between these two points, so G is strictly increasing even at equality, where its slope vanishes there.

```lean
private lemma exp_cancel : Real.exp (3 / 2) * Real.exp (-(3 / 2)) = 1 := by
  rw [← Real.exp_add, add_neg_cancel, Real.exp_zero]

/-- For `t > 0` and `4 t ≤ w exp (3/2)`, the slope is positive at every displacement with
`f² ≠ 3/4`. -/
theorem couplingSlope_pos {w t x : ℝ} (ht : 0 < t) (h : 4 * t ≤ w * Real.exp (3 / 2))
    (hx : x ^ 2 ≠ 3 / 4) : 0 < couplingSlope w t x := by
  -- the tangent-line bound for the exponential, touching at `x² = 3/4`
  have h1 : 2 * x ^ 2 - 3 / 2 + 1 < Real.exp (2 * x ^ 2 - 3 / 2) :=
    Real.add_one_lt_exp (fun h0 => hx (by linarith))
  have h2 : Real.exp (2 * x ^ 2 - 3 / 2) * Real.exp (-2 * x ^ 2) = Real.exp (-(3 / 2)) := by
    rw [← Real.exp_add]
    congr 1
    ring
  have h3 := mul_lt_mul_of_pos_right h1 (Real.exp_pos (-2 * x ^ 2))
  rw [h2] at h3
  have h4 := mul_lt_mul_of_pos_left h3 ht
  have h5 := mul_le_mul_of_nonneg_right h (Real.exp_pos (-(3 / 2))).le
  rw [mul_assoc w, exp_cancel, mul_one] at h5
  unfold couplingSlope
  linarith

/-- For `t > 0` and `4 t ≤ w exp (3/2)`, `requiredCoupling` increases strictly with the
displacement. -/
theorem requiredCoupling_strictMono {w t : ℝ} (ht : 0 < t)
    (h : 4 * t ≤ w * Real.exp (3 / 2)) : StrictMono (requiredCoupling w t) := by
  have hs2 := half_sqrt_three_sq
  have hs0 : 0 < √3 / 2 := by positivity
  set s := √3 / 2
  have H : ∀ D : Set ℝ, Convex ℝ D → (∀ x ∈ interior D, x ^ 2 ≠ 3 / 4) →
      StrictMonoOn (requiredCoupling w t) D := fun D hD hx =>
    strictMonoOn_of_deriv_pos hD (continuous_requiredCoupling w t).continuousOn (fun x hxD => by
      rw [(hasDerivAt_requiredCoupling w t x).deriv]
      exact couplingSlope_pos ht h (hx x hxD))
  -- the slope can vanish only at `-s` and `s`, so three intervals are joined
  have left := H (Iic (-s)) (convex_Iic _) (fun x hx h0 => by
    rw [interior_Iic, mem_Iio] at hx
    nlinarith [mul_pos (show 0 < -s - x by linarith) (show 0 < s - x by linarith)])
  have middle := H (Icc (-s) s) (convex_Icc _ _) (fun x hx h0 => by
    rw [interior_Icc] at hx
    nlinarith [mul_pos (sub_pos.mpr hx.1) (sub_pos.mpr hx.2)])
  have right := H (Ici s) (convex_Ici _) (fun x hx h0 => by
    rw [interior_Ici, mem_Ioi] at hx
    nlinarith [mul_pos (show 0 < x - s by linarith) (show 0 < x + s by linarith)])
  have both := left.union middle isGreatest_Iic (isLeast_Icc (by linarith))
  refine StrictMonoOn.Iic_union_Ici (both.mono (fun x hx => ?_)) right
  rcases le_total x (-s) with h1 | h1
  · exact Or.inl h1
  · exact Or.inr ⟨h1, hx⟩
```

## w > 0: the elastic cost supplies the third point

Suppose instead that 4t > w exp(3/2), and write s = √3/2. Then

G′(s) = w − 4t exp(−3/2) < 0.

By continuity of G′, some δ with 0 < δ < s gives G(s − δ) > G(s) > G(s + δ). Since G(0) = 0 < G(s), the intermediate value theorem gives a solution f₁ between 0 and s − δ. Also w(s + δ) < G(s + δ) < G(s), so x = G(s)/w lies beyond s + δ. There G(x) > w x = G(s), which gives another solution f₃ between s + δ and x.

`three_stationary_points` states this at the coupling G(s), named `midCoupling`:

G(s) = (√3/2)(w + 2t exp(−3/2)).

At w = 0 the third point is lost, because G decays to zero at large f.

```lean
/-- For `w > 0` and `4 t > w exp (3/2)`, the positive coupling `midCoupling` gives at least three
stationary displacements: `√3/2`, a smaller positive one and a larger one. -/
theorem three_stationary_points {w t : ℝ} (hw : 0 < w) (h : w * Real.exp (3 / 2) < 4 * t) :
    0 < midCoupling w t ∧ ∃ f₁ f₃ : ℝ, 0 < f₁ ∧ f₁ < √3 / 2 ∧ √3 / 2 < f₃ ∧
      deriv (energy w (midCoupling w t) t) f₁ = 0 ∧
      deriv (energy w (midCoupling w t) t) (√3 / 2) = 0 ∧
      deriv (energy w (midCoupling w t) t) f₃ = 0 := by
  have ht : 0 < t := by linarith [mul_pos hw (Real.exp_pos (3 / 2))]
  have hs2 := half_sqrt_three_sq
  have hs0 : 0 < √3 / 2 := by positivity
  have he : Real.exp (-2 * (√3 / 2) ^ 2) = Real.exp (-(3 / 2)) := by
    rw [hs2]
    norm_num
  have hG : requiredCoupling w t (√3 / 2) = midCoupling w t := by
    unfold requiredCoupling midCoupling
    rw [he]
    ring
  have hneg : couplingSlope w t (√3 / 2) < 0 := by
    have h5 := mul_lt_mul_of_pos_right h (Real.exp_pos (-(3 / 2)))
    rw [mul_assoc w, exp_cancel, mul_one] at h5
    unfold couplingSlope
    rw [he, hs2]
    linarith
  simp only [stationary_iff, ← hG]
  set s := √3 / 2
  have hc := continuous_requiredCoupling w t
  have hpos : 0 < requiredCoupling w t s := (mul_pos hw hs0).trans (lt_requiredCoupling ht hs0)
  -- the slope stays negative in a neighbourhood of `s`
  have hopen : IsOpen {x | couplingSlope w t x < 0} :=
    isOpen_lt (by unfold couplingSlope; fun_prop) continuous_const
  obtain ⟨ε, hε, hball⟩ := Metric.isOpen_iff.mp hopen s hneg
  obtain ⟨δ, hδ, hδm⟩ := exists_between (lt_min hε hs0)
  obtain ⟨hδε, hδs⟩ := lt_min_iff.mp hδm
  have hanti : StrictAntiOn (requiredCoupling w t) (Icc (s - δ) (s + δ)) :=
    strictAntiOn_of_deriv_neg (convex_Icc _ _) hc.continuousOn (fun x hx => by
      rw [interior_Icc] at hx
      rw [(hasDerivAt_requiredCoupling w t x).deriv]
      refine hball ?_
      rw [Metric.mem_ball, Real.dist_eq, abs_lt]
      constructor <;> linarith [hx.1, hx.2])
  have ha : requiredCoupling w t s < requiredCoupling w t (s - δ) :=
    hanti ⟨by linarith, by linarith⟩ ⟨by linarith, by linarith⟩ (by linarith)
  have hb : requiredCoupling w t (s + δ) < requiredCoupling w t s :=
    hanti ⟨by linarith, by linarith⟩ ⟨by linarith, by linarith⟩ (by linarith)
  -- the same value is taken again on each side of `s`
  have h0 : requiredCoupling w t 0 < requiredCoupling w t s := by
    have hz : requiredCoupling w t 0 = 0 := by simp [requiredCoupling]
    rwa [hz]
  obtain ⟨f₁, hf₁, e₁⟩ := intermediate_value_Ioo (show (0 : ℝ) ≤ s - δ by linarith)
    hc.continuousOn ⟨h0, ha⟩
  have hfar : s + δ ≤ requiredCoupling w t s / w := by
    rw [le_div_iff₀ hw]
    linarith [lt_requiredCoupling (w := w) ht (show 0 < s + δ by linarith)]
  have hup : requiredCoupling w t s < requiredCoupling w t (requiredCoupling w t s / w) := by
    have h1 := lt_requiredCoupling (w := w) ht (div_pos hpos hw)
    have h2 : w * (requiredCoupling w t s / w) = requiredCoupling w t s := by field_simp
    rwa [h2] at h1
  obtain ⟨f₃, hf₃, e₃⟩ := intermediate_value_Ioo hfar hc.continuousOn ⟨hb, hup⟩
  exact ⟨hpos, f₁, f₃, hf₁.1, by linarith [hf₁.2], by linarith [hf₃.1], e₁, trivial, e₃⟩
```

## Every g > 0: uniqueness across the whole coupling range

In `unique_stationary_iff`, `∃!` means exactly one real f, and the quantifier over g lies inside the equivalence. At a single large g, uniqueness can hold beyond the threshold too.

If 4t ≤ w exp(3/2), then G(0) = 0 < g < G(g/w), so a solution exists between 0 and g/w, and strict monotonicity makes it the only one. Conversely, if the inequality fails, two of the three points above contradict uniqueness at `midCoupling`.

```lean
/-- For `w, t > 0`, the polaron energy has exactly one stationary displacement at every coupling
`g > 0` if and only if `4 t ≤ w exp (3/2)`. -/
theorem unique_stationary_iff {w t : ℝ} (hw : 0 < w) (ht : 0 < t) :
    (∀ g : ℝ, 0 < g → ∃! f : ℝ, deriv (energy w g t) f = 0) ↔
      4 * t ≤ w * Real.exp (3 / 2) := by
  constructor
  · intro H
    by_contra hn
    obtain ⟨hg, f₁, f₃, -, h12, -, e₁, e₂, -⟩ := three_stationary_points hw (not_le.mp hn)
    exact h12.ne ((H _ hg).unique e₁ e₂)
  · intro h g hg
    have h0 : requiredCoupling w t 0 ≤ g := by simpa [requiredCoupling] using hg.le
    have h1 : g ≤ requiredCoupling w t (g / w) := by
      have h2 := lt_requiredCoupling (w := w) ht (div_pos hg hw)
      have h3 : w * (g / w) = g := by field_simp
      rw [h3] at h2
      exact h2.le
    obtain ⟨f, -, e⟩ := intermediate_value_Icc (div_pos hg hw).le
      (continuous_requiredCoupling w t).continuousOn ⟨h0, h1⟩
    exact ⟨f, (stationary_iff w g t f).mpr e, fun y hy =>
      (requiredCoupling_strictMono ht h).injective
        (((stationary_iff w g t y).mp hy).trans e.symm)⟩

end

end VariationalPolaron
```

```lean
#print axioms VariationalPolaron.unique_stationary_iff
```

```
'VariationalPolaron.unique_stationary_iff' depends on axioms: [propext, Classical.choice, Quot.sound]
```

In variational electron–phonon calculations with this one-parameter state, several stationary points mean that an optimiser's result may depend on its starting value. The theorems count stationary points of E without classifying them. Apart from the zero-point energy, E is only an upper bound on the exact ground-state energy. A jump of the lowest-energy f as g varies is an artefact of the trial state: for w, t > 0 the exact two-site ground state changes smoothly with g.
